# Spin-orbit levels of an orbital shell have degeneracies 2l + 2 and 2l

Suppose the two spin-orbit levels of a p shell are given equal weight, three states each. The coupling $\mathbf L\cdot\boldsymbol\sigma$ takes the values $1$ and $-2$ there, so the six states sum to $3\cdot 1+3\cdot(-2)=-3$, and the average over the shell acquires a shift that the traceless coupling does not contain. The correct count, four and two, gives $4\cdot 1+2\cdot(-2)=0$. These counts are derived below for one electron, with the radial factor stripped off. Divided by their sum, they are the weights with which pseudopotentials that depend on the total angular momentum $j$ are averaged, for each orbital quantum number $l$, into a spin-independent one.

## Orbital matrices, spin and their coupling

Set $\hbar=1$. The orbital space has dimension $n$; in Lean `n` is the index type of the basis and `Fintype.card n` is the dimension.

```lean
import Mathlib

open Matrix Complex
open scoped Kronecker

namespace SpinOrbitDegeneracy

noncomputable section

variable {n : Type*} [Fintype n] [DecidableEq n]
```

The axes $x,y,z$ are numbered $0,1,2$, and $\sigma_0,\sigma_1,\sigma_2$ are the Pauli matrices, so the spin is $\sigma_a/2$.

```lean
/-- The three Pauli matrices. -/
def pauli : Fin 3 → Matrix (Fin 2) (Fin 2) ℂ :=
  ![!![0, 1; 1, 0], !![0, -I; I, 0], !![1, 0; 0, -1]]
```

The matrices $L_0,L_1,L_2$ obey $[L_0,L_1]=iL_2$ and its cyclic versions. The condition $\sum_a L_a^2=l(l+1)$, with $l$ a natural number, says that every state of the space has the same orbital quantum number. Both are assumed in `IsOrbital`; Hermiticity is not required.

```lean
/-- Three matrices form an orbital angular momentum of quantum number `l`: they obey the
angular momentum commutation relations and their squares add up to `l (l + 1)`. -/
structure IsOrbital (L : Fin 3 → Matrix n n ℂ) (l : ℕ) : Prop where
  comm_xy : L 0 * L 1 - L 1 * L 0 = I • L 2
  comm_yz : L 1 * L 2 - L 2 * L 1 = I • L 0
  comm_zx : L 2 * L 0 - L 0 * L 2 = I • L 1
  casimir : ∑ a, L a * L a = ((l : ℂ) * (l + 1)) • (1 : Matrix n n ℂ)
```

The coupling is $X=\sum_a L_a\otimes\sigma_a$, which is $2\,\mathbf L\cdot\mathbf S$. The Kronecker product `⊗ₖ` builds it on the $2n$-dimensional product space.

```lean
/-- The spin-orbit operator `X = ∑ L_a ⊗ σ_a` on orbital times spin space. -/
def spinOrbit (L : Fin 3 → Matrix n n ℂ) : Matrix (n × Fin 2) (n × Fin 2) ℂ :=
  ∑ a, L a ⊗ₖ pauli a
```

The next operator is $P=(l+1+X)/(2l+1)$.

```lean
/-- The operator `(l + 1 + X) / (2 l + 1)`. -/
def upperProjector (L : Fin 3 → Matrix n n ℂ) (l : ℕ) :
    Matrix (n × Fin 2) (n × Fin 2) ℂ :=
  (1 / (2 * (l : ℂ) + 1)) • (((l : ℂ) + 1) • 1 + spinOrbit L)
```

The degeneracy of a value $E$ is the dimension of the eigenspace of $X$ at $E$. It is zero if $E$ is not an eigenvalue.

```lean
/-- The degeneracy of the value `E` of the spin-orbit operator: the dimension of its
eigenspace. -/
def degeneracy (L : Fin 3 → Matrix n n ℂ) (E : ℂ) : ℕ :=
  Module.finrank ℂ (Module.End.eigenspace (Matrix.toLin' (spinOrbit L)) E)
```

## (a) Products of Pauli matrices

**Task.** Compute all nine products $\sigma_a\sigma_b$.

**Solution.** Each square is $1$. For the first mixed pair,
$$\sigma_0\sigma_1=\begin{pmatrix}i&0\\0&-i\end{pmatrix}=i\sigma_2,\qquad \sigma_1\sigma_0=\begin{pmatrix}-i&0\\0&i\end{pmatrix}=-i\sigma_2 .$$
The same multiplication gives $\sigma_1\sigma_2=i\sigma_0$ and $\sigma_2\sigma_0=i\sigma_1$, with the opposite sign in reversed order. Lean compares the matrices entry by entry.

```lean
/-- The multiplication table of the Pauli matrices. -/
theorem pauli_table :
    (pauli 0 * pauli 0 = 1 ∧ pauli 1 * pauli 1 = 1 ∧ pauli 2 * pauli 2 = 1) ∧
    (pauli 0 * pauli 1 = I • pauli 2 ∧ pauli 1 * pauli 0 = (-I) • pauli 2) ∧
    (pauli 1 * pauli 2 = I • pauli 0 ∧ pauli 2 * pauli 1 = (-I) • pauli 0) ∧
    (pauli 2 * pauli 0 = I • pauli 1 ∧ pauli 0 * pauli 2 = (-I) • pauli 1) := by
  refine ⟨⟨?_, ?_, ?_⟩, ⟨?_, ?_⟩, ⟨?_, ?_⟩, ⟨?_, ?_⟩⟩ <;>
    (ext i j; fin_cases i <;> fin_cases j <;>
      simp [pauli, Matrix.mul_apply, Fin.sum_univ_two])
```

## (b) Traces of Pauli matrices

**Task.** Show that $\operatorname{tr}\sigma_a=0$.

**Solution.** The diagonals are $(0,0)$, $(0,0)$ and $(1,-1)$.

```lean
/-- Each Pauli matrix is traceless. -/
theorem trace_pauli (a : Fin 3) : (pauli a).trace = 0 := by
  fin_cases a <;> simp [pauli, Matrix.trace_fin_two]
```

## (c) The coupling has no trace

**Task.** Show that $\operatorname{tr}X=0$ for any three matrices $L_a$.

**Solution.** The trace of a Kronecker product is the product of the traces, so
$$\operatorname{tr}X=\sum_a \operatorname{tr}L_a\,\operatorname{tr}\sigma_a=0 .$$
Neither the commutators nor the value of $L^2$ is used, and the Lean statement accordingly has no hypothesis on `L`.

```lean
omit [DecidableEq n] in
/-- The spin-orbit operator is traceless. -/
theorem trace_spinOrbit (L : Fin 3 → Matrix n n ℂ) : (spinOrbit L).trace = 0 := by
  simp only [spinOrbit, Fin.sum_univ_three, Matrix.trace_add, Matrix.trace_kronecker,
    trace_pauli, mul_zero, add_zero]
```

## (d) The trace of the squared coupling

**Task.** Given $\sum_a L_a^2=l(l+1)$, find $\operatorname{tr}X^2$.

**Solution.** Multiplying out,
$$\operatorname{tr}X^2=\sum_{a,b}\operatorname{tr}(L_aL_b)\,\operatorname{tr}(\sigma_a\sigma_b).$$
By (a) and (b), $\operatorname{tr}(\sigma_a\sigma_b)$ is $2$ for $a=b$ and $0$ otherwise. Hence
$$\operatorname{tr}X^2=2\operatorname{tr}\sum_a L_a^2=2n\,l(l+1).$$
In the proof, `simp` expands the nine products and removes the traceless ones. The trace of the hypothesis, `ht`, is then used twice over, which is the factor $2$ from spin.

```lean
/-- If `L² = l (l + 1)` on an `n`-dimensional orbital space, then
`tr X² = 2 n l (l + 1)`. -/
theorem trace_spinOrbit_sq (L : Fin 3 → Matrix n n ℂ) (l : ℕ)
    (hL : ∑ a, L a * L a = ((l : ℂ) * (l + 1)) • (1 : Matrix n n ℂ)) :
    (spinOrbit L * spinOrbit L).trace = 2 * Fintype.card n * (l * (l + 1)) := by
  obtain ⟨⟨h00, h11, h22⟩, ⟨h01, h10⟩, ⟨h12, h21⟩, ⟨h20, h02⟩⟩ := pauli_table
  have ht := congrArg Matrix.trace hL
  simp only [Fin.sum_univ_three, Matrix.trace_add, Matrix.trace_smul, Matrix.trace_one,
    smul_eq_mul] at ht
  -- only the products of equal Pauli matrices have a trace
  simp only [spinOrbit, Fin.sum_univ_three, add_mul, mul_add, ← Matrix.mul_kronecker_mul,
    h00, h11, h22, h01, h10, h12, h21, h20, h02, Matrix.trace_add, Matrix.trace_kronecker,
    Matrix.trace_smul, trace_pauli, smul_zero, mul_zero, Matrix.trace_one, Fintype.card_fin]
  push_cast
  linear_combination 2 * ht
```

## (e) The trace of P

**Task.** Find the trace of $P=(l+1+X)/(2l+1)$.

**Solution.** The identity on the product space has trace $2n$ and $X$ has trace $0$, so
$$\operatorname{tr}P=\frac{2n(l+1)}{2l+1}.$$
For $n=2l+1$ this is $2l+2$. The identity holds for any three matrices; it is guaranteed to count states when $P$ is a projector, and that property requires the algebra used in (g).

```lean
/-- On an `n`-dimensional orbital space the operator `(l + 1 + X) / (2 l + 1)` has trace
`2 n (l + 1) / (2 l + 1)`. -/
theorem trace_upperProjector (L : Fin 3 → Matrix n n ℂ) (l : ℕ) :
    (upperProjector L l).trace = 2 * Fintype.card n * (l + 1) / (2 * l + 1) := by
  simp only [upperProjector, Matrix.trace_smul, Matrix.trace_add, trace_spinOrbit,
    Matrix.trace_one, Fintype.card_prod, Fintype.card_fin, smul_eq_mul]
  push_cast
  ring
```

## (f) Degeneracy of an operator with two levels

**Task.** Let $f$ act on a finite-dimensional space $V$ and satisfy $f^2=(a+b)f-ab$ with $a\neq b$. Find the dimension of its eigenspace at $a$.

**Solution.** The equation says $(f-a)(f-b)=0$. Put $Q=(f-b)/(a-b)$. For every $x$, $(f-a)Qx=0$, so $Qx$ lies in the eigenspace at $a$. If $fx=ax$, then $Qx=x$. Thus $Q$ projects onto that eigenspace. In a basis adapted to its image and kernel it is diagonal with ones and zeros, so its trace is the dimension sought:
$$\dim\ker(f-a)=\operatorname{tr}Q=\frac{\operatorname{tr}f-b\dim V}{a-b}.$$
The two bullets inside `hp` are these two properties of $Q$, and `hp.trace` equates trace and dimension.

```lean
/-- An operator obeying `(f - a)(f - b) = 0` with `a ≠ b` has the value `a` with
degeneracy `(tr f - b dim V) / (a - b)`. -/
theorem two_level_degeneracy {V : Type*} [AddCommGroup V] [Module ℂ V]
    [FiniteDimensional ℂ V] (f : Module.End ℂ V) {a b : ℂ} (hab : a ≠ b)
    (h : ∀ x, f (f x) = (a + b) • f x - (a * b) • x) :
    (Module.finrank ℂ (Module.End.eigenspace f a) : ℂ) =
      (LinearMap.trace ℂ V f - b * Module.finrank ℂ V) / (a - b) := by
  have hd : a - b ≠ 0 := sub_ne_zero.mpr hab
  -- the spectral projector onto the level `a`
  have hp : LinearMap.IsProj (Module.End.eigenspace f a)
      ((a - b)⁻¹ • (f - b • (1 : Module.End ℂ V))) := by
    constructor
    · intro x
      rw [Module.End.mem_eigenspace_iff]
      simp only [LinearMap.smul_apply, LinearMap.sub_apply, Module.End.one_apply,
        map_smul, map_sub, h]
      module
    · intro x hx
      rw [Module.End.mem_eigenspace_iff] at hx
      simp only [LinearMap.smul_apply, LinearMap.sub_apply, Module.End.one_apply, hx]
      rw [← sub_smul, smul_smul, inv_mul_cancel₀ hd, one_smul]
  -- its trace is the dimension of the level
  have ht := hp.trace
  rw [map_smul, map_sub, map_smul, LinearMap.trace_one, smul_eq_mul, smul_eq_mul] at ht
  rw [← ht, div_eq_inv_mul]
```

## (g) Both spin-orbit degeneracies

**Task.** For an orbital space of quantum number $l$ and dimension $n$, find the degeneracies $d_+$ of $X=l$ and $d_-$ of $X=-(l+1)$.

**Solution.** In $X^2$ the equal indices contribute $\sum_a L_a^2\otimes 1=l(l+1)$. The pair $0,1$ contributes
$$L_0L_1\otimes i\sigma_2-L_1L_0\otimes i\sigma_2=i[L_0,L_1]\otimes\sigma_2=-L_2\otimes\sigma_2 ,$$
and the other pairs follow cyclically. Therefore
$$X^2=l(l+1)-X,\qquad (X-l)(X+l+1)=0 .$$
Use (f) with $\operatorname{tr}X=0$ and $\dim V=2n$, first with $a=l$, $b=-(l+1)$, then with the two exchanged:
$$d_+=\frac{2n(l+1)}{2l+1},\qquad d_-=\frac{2nl}{2l+1}.$$
In the first case $Q$ is the operator $P$ of (e). Lean states both results multiplied by $2l+1$, as equations between natural numbers. In the proof, `hX` is the quadratic equation, `htr` the vanishing trace, and `key` the two-level formula, applied once for each ordering of the levels.

**If the commutators are dropped.** Take $n=1$, $l=1$, $L_0=\sqrt2$ and $L_1=L_2=0$. Then $L^2=2=l(l+1)$, and the traces in (c), (d) and (e) are as computed. But $[L_1,L_2]=0\neq iL_0$, and $X=\sqrt2\,\sigma_0$ has eigenvalues $\pm\sqrt2$. The value $1$ has degeneracy $0$, whereas the formula would give $4/3$.

```lean
/-- On an `n`-dimensional orbital space of quantum number `l`, the spin-orbit operator takes
the value `l` with degeneracy `2 n (l + 1) / (2 l + 1)` and the value `-(l + 1)` with
degeneracy `2 n l / (2 l + 1)`. -/
theorem spinOrbit_degeneracies {L : Fin 3 → Matrix n n ℂ} {l : ℕ} (hL : IsOrbital L l) :
    (2 * l + 1) * degeneracy L l = 2 * (l + 1) * Fintype.card n ∧
    (2 * l + 1) * degeneracy L (-((l : ℂ) + 1)) = 2 * l * Fintype.card n := by
  obtain ⟨⟨h00, h11, h22⟩, ⟨h01, h10⟩, ⟨h12, h21⟩, ⟨h20, h02⟩⟩ := pauli_table
  have hxy := sub_eq_iff_eq_add'.mp hL.comm_xy
  have hyz := sub_eq_iff_eq_add'.mp hL.comm_yz
  have hzx := sub_eq_iff_eq_add'.mp hL.comm_zx
  have hc := congrArg (fun M => M ⊗ₖ (1 : Matrix (Fin 2) (Fin 2) ℂ)) hL.casimir
  simp only [Fin.sum_univ_three, Matrix.add_kronecker, Matrix.smul_kronecker,
    Matrix.one_kronecker_one] at hc
  -- the quadratic equation of the spin-orbit operator
  have hX : spinOrbit L * spinOrbit L = ((l : ℂ) * (l + 1)) • 1 - spinOrbit L := by
    rw [← hc]
    simp only [spinOrbit, Fin.sum_univ_three, add_mul, mul_add,
      ← Matrix.mul_kronecker_mul, h00, h11, h22, h01, h10, h12, h21, h20, h02,
      hxy, hyz, hzx, Matrix.add_kronecker, Matrix.smul_kronecker, Matrix.kronecker_smul,
      smul_add, smul_smul, Complex.I_mul_I]
    module
  have htr : LinearMap.trace ℂ _ (Matrix.toLin' (spinOrbit L)) = 0 := by
    rw [LinearMap.trace_eq_matrix_trace ℂ (Pi.basisFun ℂ (n × Fin 2)),
      ← Matrix.toLin_eq_toLin', LinearMap.toMatrix_toLin, trace_spinOrbit]
  -- both levels follow from the two-level formula and the vanishing trace
  have key : ∀ a b : ℂ, a - b ≠ 0 → a + b = -1 → a * b = -((l : ℂ) * (l + 1)) →
      (degeneracy L a : ℂ) * (a - b) = -b * (2 * Fintype.card n) := by
    intro a b hd hs hm
    have h := two_level_degeneracy (Matrix.toLin' (spinOrbit L)) (sub_ne_zero.mp hd) (by
      intro x
      rw [← Matrix.toLin'_mul_apply, hX, hs, hm]
      simp only [map_sub, map_smul, Matrix.toLin'_one, LinearMap.sub_apply,
        LinearMap.smul_apply, LinearMap.id_apply]
      module)
    rw [htr, Module.finrank_fintype_fun_eq_card, Fintype.card_prod, Fintype.card_fin,
      eq_div_iff hd] at h
    rw [degeneracy, h]
    push_cast
    ring
  have h2 : (2 * (l : ℂ) + 1) ≠ 0 := by
    have h : ((2 * l + 1 : ℕ) : ℂ) ≠ 0 := Nat.cast_ne_zero.mpr (by omega)
    push_cast at h
    exact h
  have hu := key l (-((l : ℂ) + 1)) (fun e => h2 (by linear_combination e))
    (by ring) (by ring)
  have hd := key (-((l : ℂ) + 1)) l (fun e => h2 (by linear_combination -e))
    (by ring) (by ring)
  constructor
  · apply Nat.cast_injective (R := ℂ)
    push_cast
    linear_combination hu
  · apply Nat.cast_injective (R := ℂ)
    push_cast
    linear_combination -hd
```

## (h) A single shell

**Task.** Specialise to $n=2l+1$.

**Solution.** Cancelling the nonzero factor $2l+1$ gives $d_+=2l+2$ and $d_-=2l$. These are the values of $2j+1$ for $j=l+\tfrac12$ and, when $l\geq1$, $j=l-\tfrac12$. For an s shell, $l=0$, the second degeneracy is $0$: only one level exists. The dimension enters as the hypothesis `hn`, since the algebra alone also admits several copies of a shell.

```lean
/-- For a single orbital shell, of dimension `2 l + 1`, the values `l` and `-(l + 1)` of the
spin-orbit operator have degeneracies `2 l + 2` and `2 l`. -/
theorem shell_degeneracies {L : Fin 3 → Matrix n n ℂ} {l : ℕ} (hL : IsOrbital L l)
    (hn : Fintype.card n = 2 * l + 1) :
    degeneracy L l = 2 * l + 2 ∧ degeneracy L (-((l : ℂ) + 1)) = 2 * l := by
  obtain ⟨hu, hd⟩ := spinOrbit_degeneracies hL
  rw [hn] at hu hd
  have hpos : 0 < 2 * l + 1 := by omega
  exact ⟨Nat.eq_of_mul_eq_mul_left hpos (hu.trans (by ring)),
    Nat.eq_of_mul_eq_mul_left hpos (hd.trans (by ring))⟩
```

## (i) The dimension is a multiple of 2l + 1

**Task.** Show that $2l+1$ divides $n$ for every orbital space of quantum number $l$.

**Solution.** By (g),
$$(2l+1)d_+=(2l+2)n=(2l+1)n+n .$$
The left side and the first term on the right are multiples of $2l+1$, hence so is $n$. The spin serves here only as an auxiliary: the conclusion concerns the orbital space alone. Lean applies `Nat.dvd_add_right` to the same sum.

```lean
/-- The dimension of any orbital space of quantum number `l` is a multiple of `2 l + 1`. -/
theorem shell_dimension_dvd {L : Fin 3 → Matrix n n ℂ} {l : ℕ} (hL : IsOrbital L l) :
    2 * l + 1 ∣ Fintype.card n := by
  have hu := (spinOrbit_degeneracies hL).1
  -- `2 l + 1` divides `(2 l + 2) n`, hence also `n`
  exact (Nat.dvd_add_right (dvd_mul_right (2 * l + 1) (Fintype.card n))).mp
    ⟨degeneracy L l, by rw [hu]; ring⟩
```

## (j) The p shell in Cartesian form

**Task.** Verify that the matrices $(L_a)_{bc}=-i\varepsilon_{abc}$ satisfy the assumptions with $l=1$, where $\varepsilon_{abc}$ is the antisymmetric symbol with $\varepsilon_{012}=1$.

```lean
/-- The angular momentum matrices of a p shell in the Cartesian basis. -/
def pShell : Fin 3 → Matrix (Fin 3) (Fin 3) ℂ :=
  ![!![0, 0, 0; 0, 0, -I; 0, I, 0], !![0, 0, I; 0, 0, 0; -I, 0, 0],
    !![0, -I, 0; I, 0, 0; 0, 0, 0]]
```

**Solution.** The squares are $\operatorname{diag}(0,1,1)$, $\operatorname{diag}(1,0,1)$ and $\operatorname{diag}(1,1,0)$, with sum $2=l(l+1)$. Let $E_{bc}$ have a single entry $1$ in row $b$, column $c$. Then $L_0L_1=-E_{10}$ and $L_1L_0=-E_{01}$, so
$$[L_0,L_1]=E_{01}-E_{10}=iL_2 .$$
Cyclic relabelling of the axes gives the other two commutators. Since $n=3=2l+1$, part (h) applies and yields the degeneracies $4$ and $2$ of the opening example. Lean checks all four matrix equations entry by entry.

```lean
/-- The Cartesian p-shell matrices form an orbital angular momentum with `l = 1`. -/
theorem isOrbital_witness : IsOrbital pShell 1 := by
  constructor <;>
    (ext i j; fin_cases i <;> fin_cases j <;>
      simp [pShell, Fin.sum_univ_three])

end

end SpinOrbitDegeneracy
```

```lean
#print axioms SpinOrbitDegeneracy.trace_spinOrbit_sq
-- 'SpinOrbitDegeneracy.trace_spinOrbit_sq' depends on axioms: [propext, Classical.choice, Quot.sound]
#print axioms SpinOrbitDegeneracy.trace_upperProjector
-- 'SpinOrbitDegeneracy.trace_upperProjector' depends on axioms: [propext, Classical.choice, Quot.sound]
#print axioms SpinOrbitDegeneracy.shell_degeneracies
-- 'SpinOrbitDegeneracy.shell_degeneracies' depends on axioms: [propext, Classical.choice, Quot.sound]
#print axioms SpinOrbitDegeneracy.shell_dimension_dvd
-- 'SpinOrbitDegeneracy.shell_dimension_dvd' depends on axioms: [propext, Classical.choice, Quot.sound]
```
